# The lowest energy of m non-interacting fermions in finitely many levels is the sum of the level energies in any aufbau filling

The Hamiltonian is a finite Hermitian matrix `A`, whose eigenvalues, counted with multiplicity, are the levels of non-interacting fermions, each level holding at most one. The declaration `filledEnergy_eq_aufbau` states that the smallest sum of `m` of these eigenvalues, with `m` at most the dimension, equals the sum over any set `S` of `m` levels in which no occupied level lies above an empty one. The attempt proves two inequalities. The minimum is at most the sum over `S`, since `S` is one of the sets compared; for the other direction, each competing set `T` is written as occupations equal to one on `T` and zero elsewhere, and `aufbau_le_fractional` is applied to them.

As first written in Lean, the proof fails:

```lean
import Mathlib

open Matrix Finset
open scoped ComplexOrder

namespace FilledLevelEnergy

noncomputable section

variable {n : Type*} [Fintype n] [DecidableEq n]

/-- The filled-level energy: the smallest total energy of `m` distinct levels of the
Hamiltonian `A`, levels being counted with multiplicity. -/
def filledEnergy {A : Matrix n n ℂ} (hA : A.IsHermitian) (m : ℕ)
    (hm : m ≤ Fintype.card n) : ℝ :=
  (powersetCard m (univ : Finset n)).inf'
    (powersetCard_nonempty.2 (by rwa [Finset.card_univ])) (fun S => ∑ i ∈ S, hA.eigenvalues i)

/-- A set `S` of occupied levels obeys the aufbau rule when no occupied level lies above
an empty one. -/
def IsAufbau (ε : n → ℝ) (S : Finset n) : Prop :=
  ∀ i ∈ S, ∀ j, j ∉ S → ε i ≤ ε j

/-- Fractional occupations between zero and one, with the same number of electrons, have
at least the energy of an aufbau filling. -/
theorem aufbau_le_fractional (ε p : n → ℝ) (S : Finset n) (hS : IsAufbau ε S)
    (h0 : ∀ i, 0 ≤ p i) (h1 : ∀ i, p i ≤ 1) (hp : ∑ i, p i = (S.card : ℝ)) :
    ∑ i ∈ S, ε i ≤ ∑ i, p i * ε i := by
  -- a Fermi level separating occupied from empty levels
  obtain ⟨μ, hlo, hhi⟩ : ∃ μ : ℝ, (∀ i ∈ S, ε i ≤ μ) ∧ ∀ j, j ∉ S → μ ≤ ε j := by
    rcases S.eq_empty_or_nonempty with he | hne
    · refine ⟨-∑ i, |ε i|, by simp [he], fun j _ => ?_⟩
      have h := Finset.single_le_sum (f := fun i => |ε i|)
        (fun i _ => abs_nonneg (ε i)) (Finset.mem_univ j)
      have h' := neg_abs_le (ε j)
      linarith
    · obtain ⟨k, hk, hmax⟩ := S.exists_max_image ε hne
      exact ⟨ε k, hmax, fun j hj => hS k hk j hj⟩
  have hpos : 0 ≤ ∑ j, (p j - if j ∈ S then (1 : ℝ) else 0) * (ε j - μ) := by
    refine Finset.sum_nonneg fun j _ => ?_
    by_cases hj : j ∈ S
    · rw [if_pos hj]
      exact mul_nonneg_of_nonpos_of_nonpos (sub_nonpos.2 (h1 j)) (sub_nonpos.2 (hlo j hj))
    · rw [if_neg hj, sub_zero]
      exact mul_nonneg (h0 j) (sub_nonneg.2 (hhi j hj))
  have e1 : ∑ j, (if j ∈ S then (1 : ℝ) else 0) * ε j = ∑ j ∈ S, ε j := by simp
  have e2 : ∑ j, (if j ∈ S then (1 : ℝ) else 0) = (S.card : ℝ) := by simp
  have e3 : ∑ j, (p j - if j ∈ S then (1 : ℝ) else 0) * (ε j - μ)
      = ∑ j, p j * ε j - ∑ j, (if j ∈ S then (1 : ℝ) else 0) * ε j
        - μ * (∑ j, p j - ∑ j, (if j ∈ S then (1 : ℝ) else 0)) := by
    simp only [← Finset.sum_sub_distrib, Finset.mul_sum]
    exact Finset.sum_congr rfl fun j _ => by ring
  rw [e3, e1, e2, hp, sub_self, mul_zero, sub_zero] at hpos
  linarith

/-- The filled-level energy is the sum of the level energies over any set of `m` levels
that obeys the aufbau rule. -/
theorem filledEnergy_eq_aufbau {A : Matrix n n ℂ} (hA : A.IsHermitian) {m : ℕ}
    (hm : m ≤ Fintype.card n) (S : Finset n) (hc : S.card = m)
    (hS : IsAufbau hA.eigenvalues S) :
    filledEnergy hA m hm = ∑ i ∈ S, hA.eigenvalues i := by
  apply le_antisymm
  · exact Finset.inf'_le _ (mem_powersetCard.2 ⟨subset_univ S, hc⟩)
  · refine Finset.le_inf' _ _ fun T hT => ?_
    have hTc := (mem_powersetCard.1 hT).2
    have h := aufbau_le_fractional hA.eigenvalues (fun i => if i ∈ T then 1 else 0) S hS
      (fun i => by dsimp only; split_ifs <;> norm_num)
      (fun i => by dsimp only; split_ifs <;> norm_num) (by simp [hTc, hc])
    simpa using h

end

end FilledLevelEnergy
```

Messages:

```
Main.lean:67:19: error: `dsimp` made no progress
Main.lean:68:19: error: `dsimp` made no progress
```

Cause. Both errors come from the proofs that the occupations of `T` lie between zero and one. The message "`dsimp` made no progress" means that `dsimp only` found nothing to simplify, which Lean treats as an error.

The call was there to turn the function `fun i => if i ∈ T then 1 else 0`, applied to `i`, into the plain `if` expression. Lean had already done this when it put the function into the hypotheses of `aufbau_le_fractional`. The goals were therefore already `0 ≤ if i ∈ T then 1 else 0` and `(if i ∈ T then 1 else 0) ≤ 1`, and `dsimp only` had no work left.

The diff removes the call from both proofs. `split_ifs` then acts directly on the `if`, separating the cases `i ∈ T` and `i ∉ T`, and `norm_num` proves the numerical inequalities that remain. The first change cures the error at line 67, the second the one at line 68.

The mended proof, as a diff:

```diff
@@ -65,6 +65,6 @@
     have hTc := (mem_powersetCard.1 hT).2
     have h := aufbau_le_fractional hA.eigenvalues (fun i => if i ∈ T then 1 else 0) S hS
-      (fun i => by dsimp only; split_ifs <;> norm_num)
-      (fun i => by dsimp only; split_ifs <;> norm_num) (by simp [hTc, hc])
+      (fun i => by split_ifs <;> norm_num)
+      (fun i => by split_ifs <;> norm_num) (by simp [hTc, hc])
     simpa using h
 
```
